# The one-electron energy of two antisymmetrized frozen orbitals

Let a and b be unit vectors of a real inner product space, with overlap S = ⟨a,b⟩ and |S| < 1, and let T be a symmetric linear operator on that space. For every orthonormal basis e₀, e₁ of span(a,b),

⟨e₀,Te₀⟩ + ⟨e₁,Te₁⟩ = (⟨a,Ta⟩ + ⟨b,Tb⟩ − 2S⟨a,Tb⟩) / (1 − S²).

The same number is the expectation value of T⊗1 + 1⊗T in the normalized antisymmetric product of a and b. Physically, a and b are the orbitals of two same-spin electrons on two fragments, kept frozen while the pair is antisymmetrized. In energy decomposition analysis the energy change in this step contributes to Pauli repulsion. If T is the kinetic energy plus the attraction of all nuclei, subtracting ⟨a,Ta⟩ + ⟨b,Tb⟩ from the formula gives the one-electron part of that change for one orbital per fragment, without electron repulsion.

## From orthonormal orbitals to overlapping ones

Take n orbitals aᵢ, real or complex, and n orthonormal orbitals eₖ with the same span. Define

Gᵢⱼ = ⟨aᵢ,aⱼ⟩, Mᵢⱼ = ⟨aᵢ,Taⱼ⟩, τₖₗ = ⟨eₖ,Teₗ⟩, Bᵢₖ = ⟨aᵢ,eₖ⟩, Cₖⱼ = ⟨eₖ,aⱼ⟩.

Each aⱼ lies in the span of the eₖ, so aⱼ = Σₖ Cₖⱼ eₖ. Inserting this expansion on one side of G and on both sides of M gives

G = BC, M = BτC.

Each eₗ is in turn a combination Σᵢ Dₗᵢ aᵢ, so

δₖₗ = ⟨eₖ,eₗ⟩ = Σᵢ Cₖᵢ Dₗᵢ.

Thus C has a right inverse and, being square, is invertible. So is its adjoint B, and therefore G. Cyclicity of the trace then gives

tr(G⁻¹M) = tr(C⁻¹B⁻¹BτC) = tr τ = Σₖ ⟨eₖ,Teₖ⟩.

For the real unit pair, symmetry of T gives ⟨b,Ta⟩ = ⟨a,Tb⟩. With matrix rows separated by semicolons,

G = (1, S; S, 1), G⁻¹ = (1, −S; −S, 1) / (1 − S²),

M = (⟨a,Ta⟩, ⟨a,Tb⟩; ⟨a,Tb⟩, ⟨b,Tb⟩).

The diagonal entries of G⁻¹M are (⟨a,Ta⟩ − S⟨a,Tb⟩)/(1 − S²) and (⟨b,Tb⟩ − S⟨a,Tb⟩)/(1 − S²), and their sum is the stated formula.

## The same energy from the two-electron state

Let Ψ = a⊗b − b⊗a and H = T⊗1 + 1⊗T. The inner product of product states factorizes, so

⟨Ψ,Ψ⟩ = 1 − S² − S² + 1 = 2(1 − S²).

The normalized state is therefore Ψ/√(2(1 − S²)). For the numerator,

HΨ = Ta⊗b + a⊗Tb − Tb⊗a − b⊗Ta,

⟨a⊗b,HΨ⟩ = ⟨a,Ta⟩ + ⟨b,Tb⟩ − 2S⟨a,Tb⟩.

The product b⊗a gives the negative of this, so ⟨Ψ,HΨ⟩ is twice the right-hand side, and division by ⟨Ψ,Ψ⟩ recovers the formula. Subtracting ⟨a,Ta⟩ + ⟨b,Tb⟩ leaves the shift

S(S(⟨a,Ta⟩ + ⟨b,Tb⟩) − 2⟨a,Tb⟩) / (1 − S²).

## A pair with overlap 3/5

In ℝ² take a = (1, 0), b = (3/5, 4/5) and T = (2, 1; 1, 5). Then S = 0.6, ⟨a,Ta⟩ = 2, ⟨a,Tb⟩ = 2 and ⟨b,Tb⟩ = 4.88. The formula gives

(2 + 4.88 − 2.4) / 0.64 = 7.

The standard basis gives 2 + 5 = 7 as well. The shift is 7 − 6.88 = 0.12.

## Overlap and operator matrices in Lean

```lean
import Mathlib

open Matrix Submodule
open scoped InnerProductSpace TensorProduct

namespace FrozenFragments

noncomputable section

section General

variable {𝕜 E ι : Type*} [RCLike 𝕜] [NormedAddCommGroup E] [InnerProductSpace 𝕜 E]
  [Fintype ι] [DecidableEq ι]
```

The general part works over `𝕜`, which is ℝ or ℂ. Orbitals are vectors of `E`, labelled by a finite type `ι`. The space may be infinite-dimensional and need not be complete, but `T` must be defined on all of `E` and map it into itself; a differential operator fits on a domain with that property. In a calculation with a finite basis set, `E` is the span of the basis functions and `T` is the operator followed by orthogonal projection onto `E`, which leaves all matrix elements between orbitals in `E` unchanged.

```lean
/-- The matrix of overlaps between two families of orbitals. -/
def overlap (𝕜 : Type*) {E ι : Type*} [RCLike 𝕜] [NormedAddCommGroup E]
    [InnerProductSpace 𝕜 E] (x y : ι → E) : Matrix ι ι 𝕜 :=
  Matrix.of fun i j => inner 𝕜 (x i) (y j)
```

The matrices G, B and C are all instances of `overlap`, with different choices of the two families. The inner product is conjugate-linear in its first argument.

```lean
/-- The matrix elements of a one-electron operator in a family of orbitals. -/
def opMatrix (T : E →ₗ[𝕜] E) (x : ι → E) : Matrix ι ι 𝕜 :=
  Matrix.of fun i j => inner 𝕜 (x i) (T (x j))
```

This is M when the family is a, and τ when it is e.

```lean
omit [DecidableEq ι] in
/-- A vector in the span of orthonormal orbitals is the sum of its projections on them. -/
theorem expansion {e : ι → E} (he : Orthonormal 𝕜 e) {x : E}
    (hx : x ∈ span 𝕜 (Set.range e)) : x = ∑ k, inner 𝕜 (e k) x • e k := by
  obtain ⟨c, rfl⟩ := (Submodule.mem_span_range_iff_exists_fun 𝕜).1 hx
  simp only [he.inner_right_fintype]
```

The coefficients of a vector in the span are its inner products with the orthonormal orbitals.

```lean
omit [DecidableEq ι] in
/-- Orthonormal orbitals resolve the identity next to any vector in their span. -/
theorem inner_resolution {e : ι → E} (he : Orthonormal 𝕜 e) {x : E}
    (hx : x ∈ span 𝕜 (Set.range e)) (z : E) :
    inner 𝕜 x z = ∑ k, inner 𝕜 x (e k) * inner 𝕜 (e k) z := by
  conv_lhs => rw [expansion he hx]
  simp only [sum_inner, inner_smul_left, inner_conj_symm]
```

Only `x` has to lie in the span, while `z` is arbitrary. This matters because Teₗ may leave the span.

## The trace formula for any number of orbitals

```lean
/-- If orthonormal orbitals span the same space as equally many orbitals `a`, the matrix of
overlaps between the two families is invertible. -/
theorem cross_overlap_isUnit {a e : ι → E} (he : Orthonormal 𝕜 e)
    (hs : span 𝕜 (Set.range e) = span 𝕜 (Set.range a)) :
    IsUnit (overlap 𝕜 e a).det := by
  have hk : ∀ k, ∃ c : ι → 𝕜, ∑ i, c i • a i = e k := fun k =>
    (Submodule.mem_span_range_iff_exists_fun 𝕜).1 (hs ▸ subset_span ⟨k, rfl⟩)
  choose D hD using hk
  -- the coefficients of `e` in terms of `a` form a right inverse
  have h : overlap 𝕜 e a * (Matrix.of fun i k => D k i) = 1 := by
    ext k l
    have h1 : inner 𝕜 (e k) (∑ i, D l i • a i) = if k = l then (1 : 𝕜) else 0 := by
      rw [hD l]
      exact orthonormal_iff_ite.1 he k l
    rw [inner_sum] at h1
    simp only [inner_smul_right] at h1
    rw [Matrix.mul_apply, Matrix.one_apply, ← h1]
    exact Finset.sum_congr rfl fun i _ => mul_comm _ _
  exact Matrix.isUnit_det_of_right_inverse h
```

The coefficients `D` come from the equality of spans, and `h` is the relation between C and D derived above.

```lean
/-- The sum of the expectation values of a one-electron operator over orthonormal orbitals equals
the trace of the inverse overlap matrix times the operator matrix, for any equally many orbitals
with the same span; their overlap matrix is invertible. -/
theorem orbital_sum_eq_trace (T : E →ₗ[𝕜] E) {a e : ι → E} (he : Orthonormal 𝕜 e)
    (hs : span 𝕜 (Set.range e) = span 𝕜 (Set.range a)) :
    IsUnit (overlap 𝕜 a a).det ∧
      ∑ k, inner 𝕜 (e k) (T (e k)) = ((overlap 𝕜 a a)⁻¹ * opMatrix T a).trace := by
  have ha : ∀ i, a i ∈ span 𝕜 (Set.range e) := fun i => hs ▸ subset_span ⟨i, rfl⟩
  have hC := cross_overlap_isUnit he hs
  have hBC : overlap 𝕜 a e = (overlap 𝕜 e a)ᴴ := by
    ext i j
    exact (inner_conj_symm _ _).symm
  have hB : IsUnit (overlap 𝕜 a e).det := by
    rw [hBC, Matrix.det_conjTranspose]
    exact hC.star
  have hG : overlap 𝕜 a a = overlap 𝕜 a e * overlap 𝕜 e a := by
    ext i j
    exact inner_resolution he (ha i) (a j)
  -- change of basis for the operator matrix
  have hM : opMatrix T a = overlap 𝕜 a e * opMatrix T e * overlap 𝕜 e a := by
    ext i j
    simp only [Matrix.mul_apply, opMatrix, overlap, Matrix.of_apply]
    have h1 : inner 𝕜 (a i) (T (a j))
        = ∑ l, inner 𝕜 (e l) (a j) * inner 𝕜 (a i) (T (e l)) := by
      conv_lhs => rw [expansion he (ha j)]
      simp only [map_sum, map_smul, inner_sum, inner_smul_right]
    rw [h1]
    refine Finset.sum_congr rfl fun l _ => ?_
    rw [inner_resolution he (ha i) (T (e l)), mul_comm]
  refine ⟨by rw [hG, Matrix.det_mul]; exact hB.mul hC, ?_⟩
  have h2 : (overlap 𝕜 e a)⁻¹ * (overlap 𝕜 a e)⁻¹ *
      (overlap 𝕜 a e * opMatrix T e * overlap 𝕜 e a)
      = (overlap 𝕜 e a)⁻¹ * (((overlap 𝕜 a e)⁻¹ * overlap 𝕜 a e) * opMatrix T e)
        * overlap 𝕜 e a := by
    simp only [Matrix.mul_assoc]
  -- cyclicity of the trace removes the change of basis
  rw [hG, hM, Matrix.mul_inv_rev, h2, Matrix.nonsing_inv_mul _ hB, Matrix.one_mul,
    Matrix.trace_mul_comm, ← Matrix.mul_assoc, Matrix.mul_nonsing_inv _ hC, Matrix.one_mul]
  rfl

end General
```

The theorem states that G is invertible and that the orbital sum equals tr(G⁻¹M). It needs neither normalized aᵢ nor a symmetric `T`. In the proof, `hG` is G = BC and `hM` is M = BτC; the last rewriting cancels B and then uses `Matrix.trace_mul_comm` to remove C.

## The antisymmetric pair and its energy

```lean
variable {E : Type*} [NormedAddCommGroup E] [InnerProductSpace ℝ E]

/-- The antisymmetrized product of two same-spin orbitals, not normalized. -/
def slaterPair (a b : E) : E ⊗[ℝ] E := a ⊗ₜ[ℝ] b - b ⊗ₜ[ℝ] a
```

From here on the space is real. Spin does not appear explicitly: two electrons of equal spin share a symmetric spin factor, so the spatial part must be antisymmetric. The state `slaterPair` is Ψ, without normalization.

```lean
/-- The two-electron operator that is the sum of `T` acting on the first electron and `T` acting on
the second. -/
def oneBody (T : E →ₗ[ℝ] E) : E ⊗[ℝ] E →ₗ[ℝ] E ⊗[ℝ] E :=
  TensorProduct.map T LinearMap.id + TensorProduct.map LinearMap.id T
```

This is H. It contains no interaction between the electrons.

```lean
/-- The expectation value of the one-body operator in a two-electron state. -/
def energy (T : E →ₗ[ℝ] E) (Ψ : E ⊗[ℝ] E) : ℝ := ⟪Ψ, oneBody T Ψ⟫_ℝ / ⟪Ψ, Ψ⟫_ℝ
```

Dividing by ⟨Ψ,Ψ⟩ makes `energy` the expectation value in the normalized state.

## The formula for every orthonormal basis

```lean
omit [NormedAddCommGroup E] [InnerProductSpace ℝ E] in
/-- The family made of two orbitals has these two orbitals as its range. -/
theorem range_pair (a b : E) : Set.range ![a, b] = {a, b} := by
  ext x
  constructor
  · rintro ⟨i, rfl⟩
    fin_cases i <;> simp
  · rintro (rfl | rfl)
    exacts [⟨0, rfl⟩, ⟨1, rfl⟩]
```

This lemma translates between the indexed family `![a, b]` and the set {a, b}.

```lean
/-- If two orthonormal vectors span the same space as two unit orbitals, the overlap of the orbitals
is below one in magnitude and, for a symmetric `T`, the expectation values of `T` in the orthonormal
vectors add up to the frozen-fragment formula. -/
theorem pair_orbital_sum {T : E →ₗ[ℝ] E} (hT : T.IsSymmetric) {a b : E}
    (ha : ‖a‖ = 1) (hb : ‖b‖ = 1) {e : Fin 2 → E} (he : Orthonormal ℝ e)
    (hs : span ℝ (Set.range e) = span ℝ {a, b}) :
    |⟪a, b⟫_ℝ| < 1 ∧ ⟪e 0, T (e 0)⟫_ℝ + ⟪e 1, T (e 1)⟫_ℝ =
      (⟪a, T a⟫_ℝ + ⟪b, T b⟫_ℝ - 2 * ⟪a, b⟫_ℝ * ⟪a, T b⟫_ℝ) / (1 - ⟪a, b⟫_ℝ ^ 2) := by
  have haa : ⟪a, a⟫_ℝ = 1 := by rw [real_inner_self_eq_norm_sq, ha, one_pow]
  have hbb : ⟪b, b⟫_ℝ = 1 := by rw [real_inner_self_eq_norm_sq, hb, one_pow]
  have hba : ⟪b, a⟫_ℝ = ⟪a, b⟫_ℝ := real_inner_comm _ _
  have hTba : ⟪b, T a⟫_ℝ = ⟪a, T b⟫_ℝ := (real_inner_comm _ _).trans (hT a b)
  obtain ⟨hu, hsum⟩ := orbital_sum_eq_trace T (a := ![a, b]) he (by rw [hs, range_pair])
  have hG : overlap ℝ ![a, b] ![a, b] = !![1, ⟪a, b⟫_ℝ; ⟪a, b⟫_ℝ, 1] := by
    ext i j
    fin_cases i <;> fin_cases j
    exacts [haa, rfl, hba, hbb]
  have hM : opMatrix T ![a, b]
      = !![⟪a, T a⟫_ℝ, ⟪a, T b⟫_ℝ; ⟪a, T b⟫_ℝ, ⟪b, T b⟫_ℝ] := by
    ext i j
    fin_cases i <;> fin_cases j
    exacts [rfl, rfl, hTba, rfl]
  rw [hG, Matrix.det_fin_two_of] at hu
  constructor
  · have hle : |⟪a, b⟫_ℝ| ≤ 1 := by
      have h := abs_real_inner_le_norm a b
      rwa [ha, hb, one_mul] at h
    refine lt_of_le_of_ne hle fun h => hu.ne_zero ?_
    rw [← abs_mul_abs_self ⟪a, b⟫_ℝ, h]
    norm_num
  · rw [Fin.sum_univ_two] at hsum
    -- invert the two-by-two overlap matrix
    rw [hsum, hG, hM, Matrix.inv_def, Matrix.det_fin_two_of, Matrix.adjugate_fin_two_of,
      Ring.inverse_eq_inv', Matrix.smul_mul, Matrix.trace_smul, smul_eq_mul,
      Matrix.mul_fin_two, Matrix.trace_fin_two_of]
    ring
```

Here |S| < 1 is a conclusion: two orthonormal vectors can span span(a,b) only if a and b are linearly independent. The proof combines the Cauchy–Schwarz bound |S| ≤ 1 with the nonzero determinant 1 − S². The energy formula follows by inserting the explicit 2×2 matrices into the trace theorem.

```lean
/-- For two unit orbitals with overlap below one in magnitude, Schmidt orthogonalization gives an
orthonormal basis of their span. -/
theorem schmidt_pair_witness {a b : E} (ha : ‖a‖ = 1) (hb : ‖b‖ = 1)
    (hS : |⟪a, b⟫_ℝ| < 1) :
    Orthonormal ℝ ![a, (√(1 - ⟪a, b⟫_ℝ ^ 2))⁻¹ • (b - ⟪a, b⟫_ℝ • a)] ∧
      span ℝ (Set.range ![a, (√(1 - ⟪a, b⟫_ℝ ^ 2))⁻¹ • (b - ⟪a, b⟫_ℝ • a)])
        = span ℝ {a, b} := by
  have haa : ⟪a, a⟫_ℝ = 1 := by rw [real_inner_self_eq_norm_sq, ha, one_pow]
  have hbb : ⟪b, b⟫_ℝ = 1 := by rw [real_inner_self_eq_norm_sq, hb, one_pow]
  have hba : ⟪b, a⟫_ℝ = ⟪a, b⟫_ℝ := real_inner_comm _ _
  have hpos : 0 < 1 - ⟪a, b⟫_ℝ ^ 2 := by
    have h := abs_lt.1 hS
    nlinarith [h.1, h.2]
  have hd : (√(1 - ⟪a, b⟫_ℝ ^ 2))⁻¹ ^ 2 * (1 - ⟪a, b⟫_ℝ ^ 2) = 1 := by
    rw [inv_pow, Real.sq_sqrt hpos.le, inv_mul_cancel₀ hpos.ne']
  generalize (√(1 - ⟪a, b⟫_ℝ ^ 2))⁻¹ = d at hd ⊢
  obtain ⟨f, hf⟩ : ∃ f, f = d • (b - ⟪a, b⟫_ℝ • a) := ⟨_, rfl⟩
  rw [← hf]
  have haf : ⟪a, f⟫_ℝ = 0 := by
    rw [hf, real_inner_smul_right, inner_sub_right, real_inner_smul_right, haa]
    ring
  have hff : ⟪f, f⟫_ℝ = 1 := by
    rw [hf]
    simp only [real_inner_smul_left, real_inner_smul_right, inner_sub_left, inner_sub_right,
      haa, hbb, hba]
    linear_combination hd
  have hfn : ‖f‖ = 1 := by
    rw [real_inner_self_eq_norm_sq] at hff
    exact (pow_eq_one_iff_of_nonneg (norm_nonneg f) two_ne_zero).1 hff
  constructor
  · refine ⟨fun i => ?_, fun i j hij => ?_⟩
    · fin_cases i
      exacts [ha, hfn]
    · fin_cases i <;> fin_cases j
      exacts [absurd rfl hij, haf, (real_inner_comm _ _).trans haf, absurd rfl hij]
  · rw [range_pair]
    apply le_antisymm
    · refine span_le.2 (Set.insert_subset_iff.2
        ⟨subset_span (by simp), Set.singleton_subset_iff.2 ?_⟩)
      exact mem_span_pair.2 ⟨-(d * ⟪a, b⟫_ℝ), d, by rw [hf]; module⟩
    · refine span_le.2 (Set.insert_subset_iff.2
        ⟨subset_span (by simp), Set.singleton_subset_iff.2 ?_⟩)
      refine mem_span_pair.2 ⟨⟪a, b⟫_ℝ, d * (1 - ⟪a, b⟫_ℝ ^ 2), ?_⟩
      rw [hf, smul_smul, show d * (1 - ⟪a, b⟫_ℝ ^ 2) * d = 1 by linear_combination hd,
        one_smul, add_sub_cancel]
```

Conversely, whenever |S| < 1 such a basis exists, namely a together with f = (b − Sa)/√(1 − S²). The proof checks ⟨a,f⟩ = 0 and ⟨f,f⟩ = 1, then obtains equality of the spans by writing f through a and b, and b through a and f.

## Energy of the pair and the shift

```lean
/-- Two unit orbitals with overlap below one in magnitude have a nonzero antisymmetrized product,
and its energy for a symmetric `T` is given by the frozen-fragment formula. -/
theorem antisymmetrized_energy {T : E →ₗ[ℝ] E} (hT : T.IsSymmetric) {a b : E}
    (ha : ‖a‖ = 1) (hb : ‖b‖ = 1) (hS : |⟪a, b⟫_ℝ| < 1) :
    slaterPair a b ≠ 0 ∧ energy T (slaterPair a b) =
      (⟪a, T a⟫_ℝ + ⟪b, T b⟫_ℝ - 2 * ⟪a, b⟫_ℝ * ⟪a, T b⟫_ℝ) / (1 - ⟪a, b⟫_ℝ ^ 2) := by
  have haa : ⟪a, a⟫_ℝ = 1 := by rw [real_inner_self_eq_norm_sq, ha, one_pow]
  have hbb : ⟪b, b⟫_ℝ = 1 := by rw [real_inner_self_eq_norm_sq, hb, one_pow]
  have hba : ⟪b, a⟫_ℝ = ⟪a, b⟫_ℝ := real_inner_comm _ _
  have hTba : ⟪b, T a⟫_ℝ = ⟪a, T b⟫_ℝ := (real_inner_comm _ _).trans (hT a b)
  have hpos : 0 < 1 - ⟪a, b⟫_ℝ ^ 2 := by
    have h := abs_lt.1 hS
    nlinarith [h.1, h.2]
  -- the squared norm of the antisymmetrized product
  have hN : ⟪slaterPair a b, slaterPair a b⟫_ℝ = 2 * (1 - ⟪a, b⟫_ℝ ^ 2) := by
    simp only [slaterPair, inner_sub_left, inner_sub_right, TensorProduct.inner_tmul,
      haa, hbb, hba]
    ring
  -- direct and exchange terms of the one-body operator
  have hH : ⟪slaterPair a b, oneBody T (slaterPair a b)⟫_ℝ =
      2 * (⟪a, T a⟫_ℝ + ⟪b, T b⟫_ℝ - 2 * ⟪a, b⟫_ℝ * ⟪a, T b⟫_ℝ) := by
    simp only [slaterPair, oneBody, map_sub, LinearMap.add_apply, TensorProduct.map_tmul,
      LinearMap.id_apply, inner_sub_left, inner_sub_right, inner_add_right,
      TensorProduct.inner_tmul, haa, hbb, hba, hTba]
    ring
  constructor
  · intro h
    rw [h, inner_zero_left] at hN
    linarith
  · rw [energy, hN, hH, mul_div_mul_left _ _ two_ne_zero]
```

The steps `hN` and `hH` are the norm and the numerator computed above. Since the norm is positive, Ψ is nonzero and the quotient is a genuine expectation value.

```lean
/-- For a symmetric `T`, the energy of the antisymmetrized product of two unit orbitals is the sum
of the expectation values of `T` in any two orthonormal vectors with the same span as the orbitals.
-/
theorem energy_eq_orbital_sum {T : E →ₗ[ℝ] E} (hT : T.IsSymmetric) {a b : E}
    (ha : ‖a‖ = 1) (hb : ‖b‖ = 1) {e : Fin 2 → E} (he : Orthonormal ℝ e)
    (hs : span ℝ (Set.range e) = span ℝ {a, b}) :
    energy T (slaterPair a b) = ⟪e 0, T (e 0)⟫_ℝ + ⟪e 1, T (e 1)⟫_ℝ := by
  obtain ⟨hS, h⟩ := pair_orbital_sum hT ha hb he hs
  rw [h, (antisymmetrized_energy hT ha hb hS).2]
```

Both sides equal the same formula, so the energy of the pair depends on a and b only through their span.

```lean
/-- For a symmetric `T` and two unit orbitals with overlap below one in magnitude, the energy of the
antisymmetrized product minus the sum of the expectation values of `T` in the two orbitals, in terms
of the overlap and the matrix elements of `T`. -/
theorem antisymmetrization_shift {T : E →ₗ[ℝ] E} (hT : T.IsSymmetric) {a b : E}
    (ha : ‖a‖ = 1) (hb : ‖b‖ = 1) (hS : |⟪a, b⟫_ℝ| < 1) :
    energy T (slaterPair a b) - (⟪a, T a⟫_ℝ + ⟪b, T b⟫_ℝ) =
      ⟪a, b⟫_ℝ * (⟪a, b⟫_ℝ * (⟪a, T a⟫_ℝ + ⟪b, T b⟫_ℝ) - 2 * ⟪a, T b⟫_ℝ)
        / (1 - ⟪a, b⟫_ℝ ^ 2) := by
  have hne : 1 - ⟪a, b⟫_ℝ ^ 2 ≠ 0 := by
    have h := abs_lt.1 hS
    nlinarith [h.1, h.2]
  rw [(antisymmetrized_energy hT ha hb hS).2, eq_div_iff hne, sub_mul, div_mul_cancel₀ _ hne]
  ring

end

end FrozenFragments
```

The reference value ⟨a,Ta⟩ + ⟨b,Tb⟩ uses the same operator `T` for both orbitals. If T contains the attraction of all nuclei, each term includes the attraction to the other fragment, and the shift isolates the effect of antisymmetrization. Its sign is not fixed by the theorem; it depends on the matrix elements and on S.

```lean
#print axioms FrozenFragments.antisymmetrized_energy
#print axioms FrozenFragments.energy_eq_orbital_sum
#print axioms FrozenFragments.antisymmetrization_shift
```

```
'FrozenFragments.antisymmetrized_energy' depends on axioms: [propext, Classical.choice, Quot.sound]
'FrozenFragments.energy_eq_orbital_sum' depends on axioms: [propext, Classical.choice, Quot.sound]
'FrozenFragments.antisymmetrization_shift' depends on axioms: [propext, Classical.choice, Quot.sound]
```
